# The inverse of a product-form Green's matrix is symmetric

On a row of finitely many sites, let the amplitude for propagation between sites `i` and `j` be a product of two complex numbers, `u` at the lower-numbered site times `w` at the higher. The lemma says that if a complex matrix `H` times this Green's matrix is the identity, then `H i j = H j i` for all sites; this is symmetry without complex conjugation, so `H` need not be Hermitian. The attempt first shows that the Green's matrix equals its own transpose. It then finds that `Hᵀ` is a left inverse of the Green's matrix and `H` a right inverse, so the two are equal, and tries to read off the entry in row `j`, column `i`.

An attempt in Lean 4 with a fault in it:

```lean
import Mathlib

open Matrix

namespace InverseSymm

variable {n : ℕ}

/-- The matrix of product form, `G i j = u (min i j) * w (max i j)`, on a row of `n` sites. -/
def productGreen (u w : Fin n → ℂ) : Matrix (Fin n) (Fin n) ℂ :=
  Matrix.of fun i j => u (min i j) * w (max i j)

variable {u w : Fin n → ℂ} {H : Matrix (Fin n) (Fin n) ℂ}

/-- For `i ≤ j`, propagation from `i` to `j` and from `j` to `i` both have amplitude
`u i * w j`. -/
theorem productGreen_of_le (u w : Fin n → ℂ) {i j : Fin n} (h : (i : ℕ) ≤ j) :
    productGreen u w i j = u i * w j ∧ productGreen u w j i = u i * w j := by
  have h' : i ≤ j := Fin.le_def.2 h
  constructor
  · simp only [productGreen, Matrix.of_apply, min_eq_left h', max_eq_right h']
  · simp only [productGreen, Matrix.of_apply, min_eq_right h', max_eq_left h']

/-- The inverse of a Green's matrix of product form is symmetric. -/
theorem inverse_symm (h : H * productGreen u w = 1) (i j : Fin n) : H i j = H j i := by
  have hs : (productGreen u w)ᵀ = productGreen u w := by
    ext a b
    rw [Matrix.transpose_apply]
    rcases le_total (a : ℕ) b with hab | hab
    · exact (productGreen_of_le u w hab).2.trans (productGreen_of_le u w hab).1.symm
    · exact (productGreen_of_le u w hab).1.trans (productGreen_of_le u w hab).2.symm
  have hr := mul_eq_one_comm.1 h
  have ht := congrArg Matrix.transpose hr
  rw [Matrix.transpose_mul, hs, Matrix.transpose_one] at ht
  exact congrFun (congrFun (left_inv_eq_right_inv ht hr) j) i

end InverseSymm
```

Compiling this gives:

```
Main.lean:35:17: error: Application type mismatch: The argument
  congrFun (left_inv_eq_right_inv ?m.146 ?m.147) j
has type
  ?m.144 j = ?m.145 j
but is expected to have type
  ?m.135 = ?m.136
in the application
  congrFun (congrFun (left_inv_eq_right_inv ?m.146 ?m.147) j)
```

Fix (accepted with no message):

```diff
@@ -33,5 +33,6 @@
   have ht := congrArg Matrix.transpose hr
   rw [Matrix.transpose_mul, hs, Matrix.transpose_one] at ht
-  exact congrFun (congrFun (left_inv_eq_right_inv ht hr) j) i
+  have e : Hᵀ = H := left_inv_eq_right_inv ht hr
+  rw [← Matrix.transpose_apply H j i, e]
 
 end InverseSymm
```

The error is in the last step, where two nested uses of `congrFun` should turn the equality of matrices `Hᵀ = H` into an equality of entries. The outer `congrFun` needs an equation between functions, and Lean could not match the inner one to it. The message shows that `ht` and `hr` were still placeholders at that point, as were both sides of each equation, so Lean had not yet learnt from them that the matrices were `Hᵀ` and `H`. The mathematics was sound.

The repair first states the equality, as `e : Hᵀ = H`, so that Lean knows the matrices before it checks the proof. It then does without `congrFun`. Rewriting backwards with `Matrix.transpose_apply H j i` turns `H i j` in the goal into `Hᵀ j i`, and rewriting with `e` turns that into `H j i`. Both sides are now the same, and `rw` closes the goal.
